# Diagonal Padé denominators for \(e^{-z}\) have no zeros with \(\operatorname{Re} z\ge 0\), and the diagonal Padé time step of a Hermitian matrix is unitary

Q: Take a single level of energy \(E\), with \(\hbar=1\). A Crank-Nicolson step of length \(t\) multiplies its amplitude by \((1-itE/2)/(1+itE/2)\). The denominator has modulus at least 1, so the division is safe. Higher Padé orders have longer denominators. What stops one of them from vanishing at some unlucky \(tE\)?

A: A sign that passes from each order to the next. Put \(z=itE\), \(q_0=1\) and \(q_1=1+z/2\). For any \(z\neq0\) with \(\operatorname{Re}z\ge0\),
\[
\operatorname{Re}\bigl(q_1\,\overline{z q_0}\bigr)=\operatorname{Re}z+\tfrac12|z|^2>0 .
\]
The next denominator is \(q_2=q_1+\tfrac1{12}z^2q_0\), and
\[
\operatorname{Re}\bigl(q_2\,\overline{z q_1}\bigr)=|q_1|^2\operatorname{Re}z+\tfrac1{12}|z|^2\operatorname{Re}\bigl(q_1\,\overline{z q_0}\bigr)>0 .
\]
A product with positive real part has no zero factor, so neither \(q_1\) nor \(q_2\) vanishes.

Q: How is the general order defined in Lean?

A: By \(q_{m+1}=q_m+c_m z^2q_{m-1}\) for \(m\ge1\), with \(c_m=1/(4(4m^2-1))\). In the code \(c_m\) is `padeCoeff m` and \(q_m(z)\) is `padeDen z m`. The last clause defines \(q_{m+2}\), so it uses \(c_{m+1}\). The argument may lie in any ring that is a real algebra, so numbers, polynomials and matrices share one definition.

```lean
import Mathlib

open scoped Matrix Polynomial ComplexConjugate

namespace DiagonalPadePropagator

noncomputable section

/-- The recurrence coefficient `1 / (4 (4 m² - 1))`, whose denominator is nonzero for every
natural number `m`. -/
def padeCoeff (m : ℕ) : ℝ := 1 / (4 * (4 * (m : ℝ) ^ 2 - 1))

/-- The diagonal Padé denominators `q_m(z)`, defined by their three-term recurrence. The argument
`z` may be a number, a polynomial or a matrix. -/
def padeDen {A : Type*} [Ring A] [Algebra ℝ A] (z : A) : ℕ → A
  | 0 => 1
  | 1 => 1 + (1 / 2 : ℝ) • z
  | m + 2 => padeDen z (m + 1) + padeCoeff (m + 1) • (z ^ 2 * padeDen z m)
```

Q: That is a recurrence. Where does the exponential come in?

A: It doesn't, and this is the step from the Lean model to real dynamics that you must supply: \(q_m(-z)/q_m(z)\) is the diagonal Padé approximant of \(e^{-z}\), agreeing with it through order \(z^{2m}\). That is a standard fact, but the theorems concern zeros, invertibility and unitarity, not accuracy. Note the sign too: textbooks that approximate \(e^{z}\) call \(q_m(-z)\) the denominator.

Q: Then show me the sign argument at every order.

A: It needs \(c_{m+1}>0\), which holds because \(4(m+1)^2-1\ge3\).

```lean
/-- The recurrence coefficients with index at least one are positive. -/
theorem padeCoeff_pos (m : ℕ) : 0 < padeCoeff (m + 1) := by
  have hm : (0 : ℝ) ≤ m := Nat.cast_nonneg m
  have h : 0 < 4 * (4 * ((m + 1 : ℕ) : ℝ) ^ 2 - 1) := by
    push_cast
    nlinarith [sq_nonneg (m : ℝ)]
  exact div_pos one_pos h
```

Write \(a=q_{m+1}\), \(b=q_m\), \(c=c_{m+1}\). Since \(a\,\overline{za}=|a|^2\bar z\) and \(z^2b\,\overline{za}=|z|^2\,zb\,\bar a\), and since \(zb\,\bar a\) is the conjugate of \(a\,\overline{zb}\),
\[
\operatorname{Re}\bigl((a+cz^2b)\,\overline{za}\bigr)=|a|^2\operatorname{Re}z+c|z|^2\operatorname{Re}\bigl(a\,\overline{zb}\bigr).
\]
This is `key` in the proof, checked by expanding into real and imaginary parts; `Complex.normSq` is the squared modulus. Induction starts from the \(q_1\) line above. The first term on the right is nonnegative and the second is positive.

```lean
/-- For nonzero `z` with nonnegative real part, `q_(m+1)(z)` times the conjugate of `z q_m(z)`
has positive real part. -/
theorem padeDen_re_pos {z : ℂ} (hz : 0 ≤ z.re) (h0 : z ≠ 0) (m : ℕ) :
    0 < (padeDen z (m + 1) * conj (z * padeDen z m)).re := by
  have hn : 0 < Complex.normSq z := Complex.normSq_pos.2 h0
  -- one step of the recurrence, written for the real part
  have key : ∀ (a b : ℂ) (c : ℝ), ((a + c • (z ^ 2 * b)) * conj (z * a)).re
      = Complex.normSq a * z.re + c * Complex.normSq z * (a * conj (z * b)).re := by
    intro a b c
    simp only [pow_two, Complex.mul_re, Complex.mul_im, Complex.add_re, Complex.add_im,
      Complex.smul_re, Complex.smul_im, smul_eq_mul, Complex.conj_re, Complex.conj_im,
      Complex.normSq_apply]
    ring
  induction m with
  | zero =>
    change 0 < ((1 + (1 / 2 : ℝ) • z) * conj (z * 1)).re
    rw [Complex.normSq_apply] at hn
    simp only [mul_one, Complex.mul_re, Complex.add_re, Complex.add_im, Complex.one_re,
      Complex.one_im, Complex.smul_re, Complex.smul_im, smul_eq_mul, Complex.conj_re,
      Complex.conj_im]
    nlinarith
  | succ m ih =>
    change 0 < ((padeDen z (m + 1) + padeCoeff (m + 1) • (z ^ 2 * padeDen z m))
      * conj (z * padeDen z (m + 1))).re
    rw [key]
    exact add_pos_of_nonneg_of_pos (mul_nonneg (Complex.normSq_nonneg _) hz)
      (mul_pos (mul_pos (padeCoeff_pos m) hn) ih)
```

At \(z=0\) the quantity is zero and says nothing, but there the recurrence gives \(q_m(0)=1\) for all \(m\). The two cases together exclude every zero with \(\operatorname{Re}z\ge0\).

```lean
/-- No diagonal Padé denominator has a complex zero with nonnegative real part. -/
theorem padeDen_ne_zero {z : ℂ} (hz : 0 ≤ z.re) (m : ℕ) : padeDen z m ≠ 0 := by
  by_cases h0 : z = 0
  · -- at the origin every denominator equals one
    have h : padeDen (0 : ℂ) m = 1 ∧ padeDen (0 : ℂ) (m + 1) = 1 := by
      induction m with
      | zero => simp [padeDen]
      | succ m ih =>
        refine ⟨ih.2, ?_⟩
        change padeDen (0 : ℂ) (m + 1) + padeCoeff (m + 1) • ((0 : ℂ) ^ 2 * padeDen 0 m) = 1
        rw [ih.2]
        simp
    rw [h0, h.1]
    exact one_ne_zero
  · intro h
    have hpos := padeDen_re_pos hz h0 m
    simp [h] at hpos
```

Q: My Hamiltonian is a matrix, not a number.

A: Suppose \(q_m(A)\) is singular. Factor the polynomial \(q_m(x)=\kappa\prod_j(x-r_j)\) with \(\kappa\ne0\). Some \(A-r_j\) must be singular, so \(r_j\) is both an eigenvalue of \(A\) and a zero of \(q_m\). It remains to keep the eigenvalues out of the left half-plane.

Three algebraic facts come first. Algebra homomorphisms respect the recurrence, which lets Lean treat \(q_m(A)\) as a polynomial evaluated at \(A\). Whatever commutes with \(y\) commutes with \(q_m(y)\). And \(q_m(A)^\dagger=q_m(A^\dagger)\), because the coefficients are real; the adjoint reverses the product \(A^2q_m(A)\), and commutation restores the order.

```lean
/-- Algebra homomorphisms carry `q_m(x)` to `q_m` of the image of `x`. -/
theorem map_padeDen {A B : Type*} [Ring A] [Algebra ℝ A] [Ring B] [Algebra ℝ B]
    (f : A →ₐ[ℝ] B) (x : A) : ∀ m, f (padeDen x m) = padeDen (f x) m
  | 0 => by simp [padeDen]
  | 1 => by simp [padeDen]
  | m + 2 => by simp [padeDen, map_padeDen f x m, map_padeDen f x (m + 1)]

/-- Whatever commutes with `y` commutes with `q_m(y)`. -/
theorem commute_padeDen {A : Type*} [Ring A] [Algebra ℝ A] {x y : A} (h : Commute x y) :
    ∀ m, Commute x (padeDen y m)
  | 0 => Commute.one_right x
  | 1 => (Commute.one_right x).add_right (h.smul_right _)
  | m + 2 => (commute_padeDen h (m + 1)).add_right
      (((h.pow_right 2).mul_right (commute_padeDen h m)).smul_right _)

variable {n : Type*} [Fintype n] [DecidableEq n]

/-- The adjoint of `q_m(A)` is `q_m` of the adjoint of `A`. -/
theorem conjTranspose_padeDen (A : Matrix n n ℂ) : ∀ m, (padeDen A m)ᴴ = padeDen Aᴴ m
  | 0 => by simp [padeDen]
  | 1 => by simp [padeDen]
  | m + 2 => by
    change (padeDen A (m + 1) + padeCoeff (m + 1) • (A ^ 2 * padeDen A m))ᴴ
      = padeDen Aᴴ (m + 1) + padeCoeff (m + 1) • (Aᴴ ^ 2 * padeDen Aᴴ m)
    rw [Matrix.conjTranspose_add, Matrix.conjTranspose_smul, Matrix.conjTranspose_mul,
      Matrix.conjTranspose_pow, conjTranspose_padeDen A m, conjTranspose_padeDen A (m + 1),
      star_trivial, ((commute_padeDen (Commute.refl Aᴴ) m).pow_left 2).eq]
```

Q: And the eigenvalues?

A: The hypothesis is \(\operatorname{Re}\langle v,Av\rangle\ge0\) for every \(v\), written with `star v ⬝ᵥ A *ᵥ v`. If \(Av=kv\) with \(v\ne0\), then \(\langle v,Av\rangle=k\sum_i|v_i|^2\), so \(\operatorname{Re}k\ge0\). The vector need not be normalised.

```lean
/-- If `⟨v, A v⟩` has nonnegative real part for every vector `v`, then so has every eigenvalue
of the matrix `A`. -/
theorem re_nonneg_of_mem_spectrum {A : Matrix n n ℂ}
    (hA : ∀ v : n → ℂ, 0 ≤ (star v ⬝ᵥ A *ᵥ v).re) {k : ℂ} (hk : k ∈ spectrum ℂ A) :
    0 ≤ k.re := by
  have hdet : (algebraMap ℂ (Matrix n n ℂ) k - A).det = 0 := by
    by_contra h
    exact (spectrum.mem_iff.1 hk)
      ((Matrix.isUnit_iff_isUnit_det _).2 (isUnit_iff_ne_zero.2 h))
  obtain ⟨v, hv, hv0⟩ := Matrix.exists_mulVec_eq_zero_iff.2 hdet
  have hev : A *ᵥ v = k • v := by
    rw [Matrix.sub_mulVec, sub_eq_zero, Algebra.algebraMap_eq_smul_one, Matrix.smul_mulVec,
      Matrix.one_mulVec] at hv0
    exact hv0.symm
  have hs : star v ⬝ᵥ v = ((∑ i, Complex.normSq (v i) : ℝ) : ℂ) := by
    simp [dotProduct, Complex.normSq_eq_conj_mul_self]
  obtain ⟨i, hi⟩ := Function.ne_iff.1 hv
  have hpos : 0 < ∑ i, Complex.normSq (v i) :=
    Finset.sum_pos' (fun j _ => Complex.normSq_nonneg _)
      ⟨i, Finset.mem_univ i, Complex.normSq_pos.2 hi⟩
  -- for the eigenvector `v`, `⟨v, A v⟩` is the eigenvalue times the squared norm of `v`
  have h := hA v
  rw [hev, dotProduct_smul, hs, smul_eq_mul, Complex.re_mul_ofReal] at h
  exact (mul_nonneg_iff_of_pos_right hpos).1 h
```

The library's spectral mapping theorem then replaces my factorisation. A matrix with an empty index set is treated separately, since it has no eigenvalues and is trivially invertible.

```lean
/-- If `⟨v, A v⟩` has nonnegative real part for every vector `v`, then `q_m(A)` is invertible
for every `m`. -/
theorem isUnit_padeDen_of_accretive {A : Matrix n n ℂ}
    (hA : ∀ v : n → ℂ, 0 ≤ (star v ⬝ᵥ A *ᵥ v).re) (m : ℕ) : IsUnit (padeDen A m) := by
  rcases subsingleton_or_nontrivial (Matrix n n ℂ) with h | h
  · exact isUnit_of_subsingleton _
  · by_contra hu
    have hp : Polynomial.aeval A (padeDen (Polynomial.X : ℂ[X]) m) = padeDen A m := by
      simpa using map_padeDen ((Polynomial.aeval (R := ℂ) A).restrictScalars ℝ) Polynomial.X m
    have h0 : (0 : ℂ) ∈ spectrum ℂ (Polynomial.aeval A (padeDen (Polynomial.X : ℂ[X]) m)) := by
      rw [hp]
      exact (spectrum.zero_mem_iff ℂ).2 hu
    -- spectral mapping: a singular denominator needs an eigenvalue that is a zero of `q_m`
    rw [spectrum.map_polynomial_aeval_of_nonempty A _
      (spectrum.nonempty_of_isAlgClosed_of_finiteDimensional ℂ A)] at h0
    obtain ⟨k, hk, hk0⟩ := h0
    have hq : Polynomial.eval k (padeDen (Polynomial.X : ℂ[X]) m) = padeDen k m := by
      simpa [Polynomial.coe_aeval_eq_eval] using
        map_padeDen ((Polynomial.aeval (R := ℂ) k).restrictScalars ℝ) Polynomial.X m
    exact padeDen_ne_zero (re_nonneg_of_mem_spectrum hA hk) m (hq.symm.trans hk0)
```

The word "accretive" in the name refers to this hypothesis. It admits \(A=it(H-i\Gamma)\) with \(t\ge0\), \(H\) Hermitian and \(\Gamma\) positive semidefinite, as for an absorbing potential. Invertibility does fail for some matrices: the \(1\times1\) matrix \(A=-2\) gives \(q_1(A)=0\).

Q: For a closed system?

A: Expectation values of a Hermitian \(H\) are real, so those of \(itH\) have zero real part. Hence \(q_m(itH)\) is invertible for every real \(t\), of either sign.

```lean
/-- For a Hermitian matrix `H` and real time `t`, every diagonal Padé denominator `q_m(itH)` is
invertible. -/
theorem isUnit_padeDen_hermitian {H : Matrix n n ℂ} (hH : H.IsHermitian) (t : ℝ) (m : ℕ) :
    IsUnit (padeDen ((Complex.I * t) • H) m) := by
  refine isUnit_padeDen_of_accretive (fun v => ?_) m
  -- expectation values of `H` are real
  have hs : star (star v ⬝ᵥ H *ᵥ v) = star v ⬝ᵥ H *ᵥ v := by
    rw [← Matrix.star_dotProduct, Matrix.star_mulVec, hH.eq, ← Matrix.dotProduct_mulVec]
  have him : (star v ⬝ᵥ H *ᵥ v).im = 0 := Complex.conj_eq_iff_im.1 hs
  rw [Matrix.smul_mulVec, dotProduct_smul, smul_eq_mul, Complex.mul_re, him]
  simp
```

Q: The step is then defined with a matrix inverse. Lean gives singular matrices an inverse as well.

A: It does, but the previous theorem shows that the inverse is genuine here.

```lean
/-- The diagonal Padé time step `q_m(-itH) q_m(itH)⁻¹`, meant for invertible `q_m(itH)`. -/
def padePropagator (H : Matrix n n ℂ) (t : ℝ) (m : ℕ) : Matrix n n ℂ :=
  padeDen (-((Complex.I * t) • H)) m * (padeDen ((Complex.I * t) • H) m)⁻¹
```

For unitarity put \(D=q_m(itH)\) and \(N=q_m(-itH)\). Then \(D^\dagger=N\), and the two commute. With \(U=ND^{-1}\),
\[
U^\dagger U=N^{-1}D\,N\,D^{-1}=N^{-1}N\,D\,D^{-1}=1 .
\]
In the proof, `main` is this calculation, and the closing lines supply its three inputs: invertibility, the adjoint and commutation.

```lean
/-- For a Hermitian matrix `H` and real time `t`, the diagonal Padé time step of every order is
unitary. -/
theorem padePropagator_unitary {H : Matrix n n ℂ} (hH : H.IsHermitian) (t : ℝ) (m : ℕ) :
    padePropagator H t m ∈ Matrix.unitaryGroup n ℂ := by
  -- an invertible matrix that commutes with its adjoint gives a unitary quotient
  have main : ∀ D N : Matrix n n ℂ, IsUnit D → Dᴴ = N → Commute D N →
      N * D⁻¹ ∈ Matrix.unitaryGroup n ℂ := by
    intro D N hD hN hc
    have hNu : IsUnit N := by
      rw [← hN]
      exact hD.star
    have hN' : Nᴴ = D := by rw [← hN, Matrix.conjTranspose_conjTranspose]
    rw [Matrix.mem_unitaryGroup_iff', Matrix.star_eq_conjTranspose, Matrix.conjTranspose_mul,
      Matrix.conjTranspose_nonsing_inv, hN, hN']
    calc N⁻¹ * D * (N * D⁻¹) = N⁻¹ * (D * N) * D⁻¹ := by simp only [mul_assoc]
      _ = (N⁻¹ * N) * (D * D⁻¹) := by rw [hc.eq]; simp only [mul_assoc]
      _ = 1 := by
        rw [Matrix.nonsing_inv_mul _ ((Matrix.isUnit_iff_isUnit_det _).1 hNu),
          Matrix.mul_nonsing_inv _ ((Matrix.isUnit_iff_isUnit_det _).1 hD), one_mul]
  have hadj : ((Complex.I * t) • H)ᴴ = -((Complex.I * t) • H) := by
    rw [Matrix.conjTranspose_smul, hH.eq, ← neg_smul]
    congr 1
    simp [mul_comm]
  refine main _ _ (isUnit_padeDen_hermitian hH t m) ?_ ?_
  · rw [conjTranspose_padeDen, hadj]
  · exact commute_padeDen
      (commute_padeDen (Commute.refl ((Complex.I * t) • H)).neg_left m).symm m

end

end DiagonalPadePropagator
```

```lean
#print axioms DiagonalPadePropagator.padePropagator_unitary
-- 'DiagonalPadePropagator.padePropagator_unitary' depends on axioms: [propext, Classical.choice, Quot.sound]
```

Q: What does this buy me in a simulation?

A: In real-time propagation of a state in a finite orthonormal basis, with a Hermitian \(H\) held fixed during the step, every diagonal order can be applied at any step length and conserves the norm, though accuracy still limits the step. For \(m=2\) the new state \(\psi'\) follows from the old \(\psi\) by
\[
\bigl(1+\tfrac{it}{2}H-\tfrac{t^2}{12}H^2\bigr)\psi'=\bigl(1-\tfrac{it}{2}H-\tfrac{t^2}{12}H^2\bigr)\psi .
\]
The left-hand matrix factors as \((1-itH/r)(1-itH/\bar r)\) with \(r=-3+i\sqrt3\), so \(\psi'\) comes from two successive linear solves, without forming \(H^2\) or an inverse.

Q: Do the particular numbers \(c_m\) matter?

A: For accuracy, yes. For the absence of zeros, the argument uses only their sign. Any other positive \(c_m\) would also give invertible denominators and a unitary step, though in general without the high Padé order.
